# A planar tensor that satisfies the Legendre-Hadamard condition but has a negative quadratic form on the identity gradient

In linear elasticity, a constant tensor A assigns to a displacement gradient G the quadratic form `A_ijkl G_ij G_kl`. The theorem concerns one real tensor in two dimensions, whose form is |G|² − 4 det G. It states that on every rank-one gradient `a_i b_j`, with a and b real and not necessarily normalised, the form is at least |a|²|b|², yet on the identity gradient it equals −2, so the Legendre-Hadamard condition does not make the form non-negative on all gradients. The attempt proves the first part as an equality, expanding the sums with `simp` and finishing with `ring`; for the second it expands the sums with `simp` and then calls `norm_num`.

In Lean, a first try:

```lean
import Mathlib

open MeasureTheory Filter
open scoped Real ComplexConjugate

namespace PlanarTensorNotPointwise

noncomputable section

variable {n : ℕ}

/-- The quadratic form `A_ijkl G_ij G_kl` of a displacement gradient `G`. -/
def form (A : Fin n → Fin n → Fin n → Fin n → ℝ) (G : Fin n → Fin n → ℝ) : ℝ :=
  ∑ i, ∑ j, ∑ k, ∑ l, A i j k l * (G i j * G k l)

/-- The rank-one gradient `a_i b_j`. -/
def dyad (a b : Fin n → ℝ) : Fin n → Fin n → ℝ := fun i j => a i * b j

/-- The Legendre-Hadamard condition with constant `c`:
`A_ijkl a_i b_j a_k b_l ≥ c |a|² |b|²` for all real vectors `a`, `b`. -/
def LegendreHadamard (A : Fin n → Fin n → Fin n → Fin n → ℝ) (c : ℝ) : Prop :=
  ∀ a b : Fin n → ℝ, c * ((∑ i, a i ^ 2) * ∑ j, b j ^ 2) ≤ form A (dyad a b)

/-- The planar tensor whose quadratic form is `|G|² - 4 det G`. -/
def planarTensor (i j k l : Fin 2) : ℝ :=
  (if i = k then 1 else 0) * (if j = l then 1 else 0) -
    2 * (!![0, 1; -1, 0] : Matrix (Fin 2) (Fin 2) ℝ) i k *
      (!![0, 1; -1, 0] : Matrix (Fin 2) (Fin 2) ℝ) j l

/-- The planar tensor satisfies the Legendre-Hadamard condition with constant one, yet its
quadratic form equals `-2` on the identity gradient. -/
theorem planarTensor_not_pointwise : LegendreHadamard planarTensor 1 ∧
    form planarTensor (fun i j => if i = j then 1 else 0) = -2 := by
  constructor
  · intro a b
    apply le_of_eq
    simp [form, dyad, planarTensor, Fin.sum_univ_two]
    ring
  · simp [form, planarTensor, Fin.sum_univ_two]
    norm_num

end

end PlanarTensorNotPointwise
```

Lean reports:

```
Main.lean:40:4: error: No goals to be solved
```

Lean accepts the file once it reads:

```diff
@@ -38,5 +38,4 @@
     ring
   · simp [form, planarTensor, Fin.sum_univ_two]
-    norm_num
 
 end
```

Diagnosis. The message "No goals to be solved" points to the `norm_num` in the second part, the value on the identity gradient. The `simp` call just before it had already proved that part. With every index in `Fin 2` and the gradient given explicitly, unfolding `form` and `planarTensor` and expanding the sums with `Fin.sum_univ_two` leaves only concrete numbers, and `simp` can settle the resulting equation with −2 by itself. `norm_num` was then run with no goal left, which Lean reports as an error.

The diff deletes that `norm_num`, so the second part ends with the `simp` that proves it. The statement and the proof of the first part are unchanged.
